# With positive orbital gaps, spin-flip symmetric direct ring-CCD amplitudes of two electrons in one orbital give a SOSEX energy half the direct-RPA energy

Take two electrons in one orbital $o$ and a single empty orbital $v$, with gap $d>0$ and Coulomb integral $k=(ov|ov)>0$, the repulsion of the orbital product $ov$ with itself. Each electron can be excited, so the amplitudes form a $2\times2$ matrix over spin. If all four entries equal $t$, every entry of the direct ring-CCD equation (ring coupled-cluster doubles without exchange) reads
$$k+2dt+4kt+4kt^2=0 .$$
The direct-RPA energy is half the sum of $kt$ over all four spin pairs, which is $2kt$. Second-order screened exchange (SOSEX) cancels the two equal-spin pairs and leaves $kt$. With more empty orbitals, $d$, $k$ and $t$ become matrices.

## Matrices over excitations and spin

In Lean 4 with Mathlib:

```lean
import Mathlib

open Matrix

namespace TwoElectronSOSEX

noncomputable section

variable {n : Type*} [Fintype n] [DecidableEq n]
```

The finite type `n` labels the spatial excitations out of the one occupied orbital.

```lean
/-- The ring-CCD amplitude equation `B + AT + TA + TBT = 0`. -/
def IsRingAmplitude {m : Type*} [Fintype m] (A B T : Matrix m m ℝ) : Prop :=
  B + A * T + T * A + T * B * T = 0
```

`IsRingAmplitude A B T` is the statement $B+AT+TA+TBT=0$ for real matrices. It selects no particular root.

```lean
/-- A spin-flip symmetric matrix, with same-spin block `a` and opposite-spin block `b`. -/
def spinBlock (a b : Matrix n n ℝ) : Matrix (n ⊕ n) (n ⊕ n) ℝ :=
  fromBlocks a b b a
```

The index type `n ⊕ n` holds one copy of the excitations for each spin. The matrix is $\begin{pmatrix}a&b\\b&a\end{pmatrix}$, unchanged when both spins are flipped.

```lean
/-- The direct-RPA matrix `A` in the spin-orbital basis, for gaps `D` and Coulomb integrals `k`. -/
def spinA (D k : Matrix n n ℝ) : Matrix (n ⊕ n) (n ⊕ n) ℝ :=
  spinBlock (D + k) k
```

Here $D$ holds the orbital gaps and $k$ the Coulomb integrals $(ov|ov')$ for excitations from the occupied orbital $o$ to empty orbitals $v$ and $v'$, so $A=\begin{pmatrix}D+k&k\\k&D+k\end{pmatrix}$. Both are arbitrary real square matrices until a theorem restricts them.

```lean
/-- The direct-RPA coupling matrix `B` in the spin-orbital basis. -/
def spinB (k : Matrix n n ℝ) : Matrix (n ⊕ n) (n ⊕ n) ℝ :=
  spinBlock k k
```

The coupling $B$ has $k$ in all four blocks, because the direct Coulomb interaction ignores spin.

```lean
/-- The exchange matrix of two electrons in one orbital, which acts between equal spins only. -/
def spinExchange (k : Matrix n n ℝ) : Matrix (n ⊕ n) (n ⊕ n) ℝ :=
  spinBlock k 0
```

Exchange is $\mathrm{diag}(k,k)$. It cancels the equal-spin coupling completely, as the Pauli principle requires: one orbital doesn't hold two electrons of equal spin. The file defines this matrix and does not derive it from integrals.

```lean
/-- The direct-RPA correlation energy `tr(BT)/2`. -/
def rpaEnergy (k : Matrix n n ℝ) (T : Matrix (n ⊕ n) (n ⊕ n) ℝ) : ℝ :=
  trace (spinB k * T) / 2
```

The direct-RPA energy is $\tfrac12\mathrm{tr}(BT)$.

```lean
/-- The SOSEX correlation energy, in which the coupling is reduced by exchange. -/
def sosexEnergy (k : Matrix n n ℝ) (T : Matrix (n ⊕ n) (n ⊕ n) ℝ) : ℝ :=
  trace ((spinB k - spinExchange k) * T) / 2
```

SOSEX uses the same amplitudes with the coupling $B-\mathrm{diag}(k,k)$.

## Singlet and triplet equations

```lean
omit [Fintype n] [DecidableEq n] in
/-- Two matrices vanish exactly when their sum and their difference vanish. -/
lemma both_zero_iff (P Q : Matrix n n ℝ) :
    (P = 0 ∧ Q = 0) ↔ (P + Q = 0 ∧ P - Q = 0) := by
  constructor
  · rintro ⟨rfl, rfl⟩
    simp
  · rintro ⟨h1, h2⟩
    have hP : P = (1 / 2 : ℝ) • ((P + Q) + (P - Q)) := by module
    have hQ : Q = (1 / 2 : ℝ) • ((P + Q) - (P - Q)) := by module
    rw [h1, h2] at hP hQ
    exact ⟨by simpa using hP, by simpa using hQ⟩
```

If $P+Q$ and $P-Q$ vanish, so do $P$ and $Q$, since each is half a sum or difference of the two. The converse is immediate.

```lean
/-- Spin adaptation: the amplitude equation for a spin-flip symmetric `T` splits into a singlet
Riccati equation for `a + b` and a linear triplet equation for `a - b`. -/
theorem spin_adaptation (D k a b : Matrix n n ℝ) :
    IsRingAmplitude (spinA D k) (spinB k) (spinBlock a b) ↔
      IsRingAmplitude (D + (2 : ℝ) • k) ((2 : ℝ) • k) (a + b) ∧
        D * (a - b) + (a - b) * D = 0 := by
  -- the same-spin and opposite-spin blocks of the residual
  let P := k + (D + k) * a + k * b + a * (D + k) + b * k + (a + b) * k * (a + b)
  let Q := k + (D + k) * b + k * a + b * (D + k) + a * k + (a + b) * k * (a + b)
  have hres : spinB k + spinA D k * spinBlock a b + spinBlock a b * spinA D k
      + spinBlock a b * spinB k * spinBlock a b = fromBlocks P Q Q P := by
    simp only [spinA, spinB, spinBlock, fromBlocks_multiply, fromBlocks_add]
    rw [fromBlocks_inj]
    refine ⟨?_, ?_, ?_, ?_⟩ <;> simp only [P, Q] <;> noncomm_ring
  have hzero : fromBlocks P Q Q P = 0 ↔ (P = 0 ∧ Q = 0) := by
    rw [← fromBlocks_zero, fromBlocks_inj]
    tauto
  -- their sum is the singlet residual, their difference the triplet one
  have hS : P + Q = (2 : ℝ) • k + (D + (2 : ℝ) • k) * (a + b) + (a + b) * (D + (2 : ℝ) • k)
      + (a + b) * ((2 : ℝ) • k) * (a + b) := by
    simp only [P, Q, two_smul]
    noncomm_ring
  have hR : P - Q = D * (a - b) + (a - b) * D := by
    simp only [P, Q]
    noncomm_ring
  unfold IsRingAmplitude
  rw [hres, hzero, both_zero_iff, hS, hR]
```

The symbol `↔` means "exactly when", and `•` multiplies a matrix by a number. By hand, the equal-spin block of the residual is
$$P=k+(D+k)a+kb+a(D+k)+bk+(a+b)k(a+b),$$
and the opposite-spin block $Q$ follows by exchanging $a$ and $b$. Adding and subtracting the two blocks gives
$$P+Q=2k+(D+2k)(a+b)+(a+b)(D+2k)+(a+b)(2k)(a+b),$$
$$P-Q=D(a-b)+(a-b)D .$$
The steps `hres`, `hS` and `hR` establish these three identities; `noncomm_ring` does the algebra without commuting matrices. The previous lemma then replaces $P=Q=0$ by the singlet and triplet equations.

```lean
/-- For two electrons, `T = [[t,t],[t,t]]` solves the spin-orbital ring-CCD equation exactly when
`2t` solves the spatial-orbital equation with matrices `D + 2k` and `2k`. -/
theorem ring_amplitude_iff (D k t : Matrix n n ℝ) :
    IsRingAmplitude (spinA D k) (spinB k) (spinBlock t t) ↔
      IsRingAmplitude (D + (2 : ℝ) • k) ((2 : ℝ) • k) ((2 : ℝ) • t) := by
  rw [spin_adaptation, ← two_smul ℝ t]
  simp
```

Set $a=b=t$. The triplet equation becomes $0=0$, and the singlet equation is the Riccati equation for $2t$ with $D+2k$ and $2k$.

```lean
/-- If all orbital gaps are positive, every spin-flip symmetric ring-CCD amplitude has equal
same-spin and opposite-spin blocks. -/
theorem blocks_eq_of_gaps_pos (d : n → ℝ) (hd : ∀ i, 0 < d i) (k a b : Matrix n n ℝ)
    (h : IsRingAmplitude (spinA (diagonal d) k) (spinB k) (spinBlock a b)) : a = b := by
  have h3 := ((spin_adaptation _ _ _ _).1 h).2
  ext i j
  have hij := congrFun (congrFun h3 i) j
  simp only [Matrix.add_apply, Matrix.diagonal_mul, Matrix.mul_diagonal, Matrix.sub_apply,
    Matrix.zero_apply] at hij
  -- the triplet equation reads (d i + d j) (a i j - b i j) = 0
  have hprod : (d i + d j) * (a i j - b i j) = 0 := by linear_combination hij
  have hne : d i + d j ≠ 0 := (add_pos (hd i) (hd j)).ne'
  exact sub_eq_zero.1 ((mul_eq_zero.1 hprod).resolve_left hne)
```

Now $D$ is diagonal with positive entries: every empty orbital lies above the occupied one. Entry by entry, the triplet equation is
$$(d_i+d_j)(a_{ij}-b_{ij})=0 .$$
The first factor is positive, so $a=b$.

## Exchange removes half the trace

```lean
omit [DecidableEq n] in
/-- The trace of a two-by-two block matrix is the sum of the traces of its diagonal blocks. -/
lemma trace_fromBlocks (a b c d : Matrix n n ℝ) :
    trace (fromBlocks a b c d) = trace a + trace d := by
  simp [Matrix.trace, Fintype.sum_sum_type]
```

Only diagonal blocks contribute to a trace.

```lean
omit [DecidableEq n] in
/-- The two-electron SOSEX energy contains only the opposite-spin block of the amplitudes. -/
theorem sosexEnergy_spinBlock (k a b : Matrix n n ℝ) :
    sosexEnergy k (spinBlock a b) = trace (k * b) := by
  unfold sosexEnergy
  rw [Matrix.sub_mul, trace_sub]
  simp only [spinB, spinExchange, spinBlock, fromBlocks_multiply, trace_fromBlocks, trace_add,
    Matrix.zero_mul, trace_zero]
  ring
```

Since $B-\mathrm{diag}(k,k)=\begin{pmatrix}0&k\\k&0\end{pmatrix}$, both diagonal blocks of its product with $T$ are $kb$. Half the trace is $\mathrm{tr}(kb)$.

```lean
omit [DecidableEq n] in
/-- For amplitudes `T = [[t,t],[t,t]]`, exchange removes exactly half of the direct trace:
`tr((B - diag(k,k))T) = tr(BT)/2`. -/
theorem trace_exchange_half (k t : Matrix n n ℝ) :
    trace ((spinB k - spinExchange k) * spinBlock t t) =
      trace (spinB k * spinBlock t t) / 2 := by
  rw [Matrix.sub_mul, trace_sub]
  simp only [spinB, spinExchange, spinBlock, fromBlocks_multiply, trace_fromBlocks, trace_add,
    Matrix.zero_mul, trace_zero]
  ring
```

For $a=b=t$ the SOSEX trace is $2\,\mathrm{tr}(kt)$ and the direct one is $4\,\mathrm{tr}(kt)$. This needs no amplitude equation.

```lean
/-- With positive orbital gaps, the SOSEX energy of any spin-flip symmetric two-electron ring-CCD
amplitude is half its direct-RPA energy. -/
theorem sosex_eq_half_rpa (d : n → ℝ) (hd : ∀ i, 0 < d i) (k a b : Matrix n n ℝ)
    (h : IsRingAmplitude (spinA (diagonal d) k) (spinB k) (spinBlock a b)) :
    sosexEnergy k (spinBlock a b) = rpaEnergy k (spinBlock a b) / 2 := by
  obtain rfl := blocks_eq_of_gaps_pos d hd k a b h
  unfold sosexEnergy rpaEnergy
  rw [trace_exchange_half]
```

Positive gaps give $a=b$, and the trace identity gives the factor one half. For two electrons in one orbital and a finite real basis, an RPA program can thus test its SOSEX energy against its direct-RPA energy.

With several occupied orbitals, the direct coupling is $(ov|o'v')$, with $o,o'$ occupied and $v,v'$ empty, and exchange between equal spins swaps $v$ and $v'$. For a single occupied orbital the swap changes nothing, since $(ov'|ov)=(ov|ov')$, and this gives $\mathrm{diag}(k,k)$. With several, equal-spin exchange generally differs from the direct coupling, and the factor one half is lost in general.

## One excitation in closed form

```lean
/-- A closed-form amplitude for one spatial excitation with gap `d` and Coulomb integral `k`. -/
def pairAmplitude (d k : ℝ) : ℝ :=
  (√(d * (d + 4 * k)) - d - 2 * k) / (4 * k)
```

This is the root of the opening quadratic that tends to zero as the coupling does.

```lean
/-- For one spatial excitation with positive gap and Coulomb integral, the closed-form amplitude
solves the ring-CCD equation, and its SOSEX energy is `(√(d(d+4k)) - d - 2k)/4`. -/
theorem single_excitation (d k : ℝ) (hd : 0 < d) (hk : 0 < k) :
    IsRingAmplitude (spinA !![d] !![k]) (spinB !![k])
        (spinBlock !![pairAmplitude d k] !![pairAmplitude d k]) ∧
      sosexEnergy !![k] (spinBlock !![pairAmplitude d k] !![pairAmplitude d k]) =
        (√(d * (d + 4 * k)) - d - 2 * k) / 4 := by
  have h : 4 * k * pairAmplitude d k = √(d * (d + 4 * k)) - d - 2 * k := by
    unfold pairAmplitude
    exact mul_div_cancel₀ _ (by positivity)
  have hs : √(d * (d + 4 * k)) ^ 2 = d * (d + 4 * k) := Real.sq_sqrt (by positivity)
  generalize pairAmplitude d k = t at h ⊢
  generalize √(d * (d + 4 * k)) = s at h hs ⊢
  constructor
  · -- the scalar quadratic equation, after multiplication by 4k
    have ht : k + 2 * d * t + 4 * k * t + 4 * k * t ^ 2 = 0 := by
      have h4 : 4 * k ≠ 0 := by positivity
      apply mul_left_cancel₀ h4
      linear_combination (4 * k * t + d + 2 * k + s) * h + hs
    rw [ring_amplitude_iff]
    unfold IsRingAmplitude
    ext i j
    fin_cases i
    fin_cases j
    simp
    linear_combination 2 * ht
  · rw [sosexEnergy_spinBlock]
    have htr : trace (!![k] * !![t]) = k * t := by
      simp [Matrix.trace]
    rw [htr]
    linear_combination h / 4

end

end TwoElectronSOSEX
```

The notation `!![d]` is a $1\times1$ matrix. Write $s=\sqrt{d(d+4k)}$, so that $4kt=s-d-2k$. Then
$$4k\,(k+2dt+4kt+4kt^2)=(4kt+d+2k)^2-d(d+4k)=0 .$$
Dividing by $4k$ gives `ht`, and `ring_amplitude_iff` carries it to the spin-orbital equation. The SOSEX energy is $kt=(s-d-2k)/4$. The theorem covers existence for this one-excitation case; `blocks_eq_of_gaps_pos` and `sosex_eq_half_rpa` take a solution as given.

```lean
#print axioms TwoElectronSOSEX.sosex_eq_half_rpa
#print axioms TwoElectronSOSEX.single_excitation
```

```
'TwoElectronSOSEX.sosex_eq_half_rpa' depends on axioms: [propext, Classical.choice, Quot.sound]
'TwoElectronSOSEX.single_excitation' depends on axioms: [propext, Classical.choice, Quot.sound]
```
